# A real positive semidefinite matrix with evenly degenerate nonzero eigenvalues is the density matrix of an antisymmetric pair function

To prepare a two-electron triplet test function with a chosen one-particle density matrix, one diagonalises the matrix, couples equally occupied natural orbitals in pairs with opposite signs, and rotates back. For real functions in a finite orthonormal orbital basis and a density matrix of unit trace, this gives a normalised function whenever every nonzero occupation has even degeneracy.

The finite type `n` labels the orbitals, and $N$ is their number.

```lean
import Mathlib

open Matrix MeasureTheory

namespace TripletNaturalOrbitals

noncomputable section

variable {n : Type*} [Fintype n] [DecidableEq n]
```

## Density matrices with paired occupations

Let $D$ be the real density matrix. The pairing condition concerns its true eigenspaces: for every $c\neq0$, the space $\{v: Dv=cv\}$ has even dimension. Physically, each occupied natural orbital has an equally occupied partner. The zero eigenvalue is unrestricted, so there may be any number of empty orbitals.

```lean
/-- Every nonzero eigenvalue of the one-particle density matrix `D` has an eigenspace of
even dimension. -/
def EvenlyPaired (D : Matrix n n ℝ) : Prop :=
  ∀ c : ℝ, c ≠ 0 → Even (Module.finrank ℝ (Module.End.eigenspace (Matrix.toLin' D) c))
```

Without this condition the construction fails. For example, a real antisymmetric $2\times2$ coefficient matrix $C$ has entries $0,a,-a,0$, so its density matrix is $C^TC=a^2\mathbf 1$, which is never $\mathrm{diag}(1,0)$.

Given real orbitals $\varphi_i$, a coefficient matrix $M$ defines the two-point function
$$\sum_{ij}M_{ij}\,\varphi_i(x)\varphi_j(y).$$
The same definition serves for the pair function and for its density kernel.

```lean
/-- The two-point function `∑ M i j φ i (x) φ j (y)` with coefficient matrix `M` in the
orbitals `φ`. -/
def orbitalKernel {X : Type*} (φ : n → X → ℝ) (M : Matrix n n ℝ) (x y : X) : ℝ :=
  ∑ i, ∑ j, M i j * φ i x * φ j y
```

If $\tau$ assigns a partner to each orbital and $w_i$ is an amplitude, the paired coefficient matrix is $K_{ij}=w_i\,\delta_{j,\tau i}$.

```lean
/-- The coefficient matrix that couples each orbital `i` only to its partner `τ i`, with
amplitude `w i`. -/
def pairMatrix (τ : n → n) (w : n → ℝ) : Matrix n n ℝ :=
  Matrix.of fun i j => if j = τ i then w i else 0
```

## Natural orbitals and their degeneracies

In Lean, `PosSemidef` includes symmetry of a real matrix. The spectral theorem therefore gives
$$D=U\,\mathrm{diag}(p)\,U^T,\qquad UU^T=\mathbf 1,$$
and $p_i=u_i^TDu_i\ge0$ for each column $u_i$ of $U$.

```lean
/-- A positive semidefinite density matrix is diagonal, with nonnegative occupations `p`, in
an orthonormal set of natural orbitals, the columns of `U`. -/
theorem exists_natural_orbitals {D : Matrix n n ℝ} (hD : D.PosSemidef) :
    ∃ (U : Matrix n n ℝ) (p : n → ℝ), U * Uᵀ = 1 ∧ (∀ i, 0 ≤ p i) ∧
      D = U * diagonal p * Uᵀ := by
  have hs : star (hD.1.eigenvectorUnitary : Matrix n n ℝ)
      = (hD.1.eigenvectorUnitary : Matrix n n ℝ)ᵀ := by
    rw [Matrix.star_eq_conjTranspose, Matrix.conjTranspose_eq_transpose_of_trivial]
  refine ⟨hD.1.eigenvectorUnitary, hD.1.eigenvalues, ?_, hD.eigenvalues_nonneg, ?_⟩
  · rw [← hs]
    exact Matrix.mem_unitaryGroup_iff.mp hD.1.eigenvectorUnitary.2
  · have h := hD.1.spectral_theorem
    rw [Unitary.conjStarAlgAut_apply] at h
    rw [← hs]
    exact h
```

Subtracting $c\mathbf 1$ gives
$$D-c\mathbf 1=U\,\mathrm{diag}(p_i-c)\,U^T.$$
Since $U$ is invertible, the rank is the number of $i$ with $p_i\ne c$. By rank-nullity, the eigenspace has dimension $N-\#\{i:p_i\ne c\}=\#\{i:p_i=c\}$. The proof computes this rank in `hrank` and identifies the eigenspace with the kernel in `heig`.

```lean
/-- The dimension of an eigenspace of the density matrix is the number of natural orbitals
with that occupation. -/
theorem finrank_eigenspace_eq_card (U : Matrix n n ℝ) (p : n → ℝ) (hU : U * Uᵀ = 1) (c : ℝ) :
    Module.finrank ℝ (Module.End.eigenspace (Matrix.toLin' (U * diagonal p * Uᵀ)) c)
      = (Finset.univ.filter (fun i => p i = c)).card := by
  have hU' : Uᵀ * U = 1 := mul_eq_one_comm.mp hU
  have hdet : IsUnit U.det := Matrix.isUnit_det_of_right_inverse hU
  have hdet' : IsUnit Uᵀ.det := Matrix.isUnit_det_of_right_inverse hU'
  have hshift : U * diagonal p * Uᵀ - c • (1 : Matrix n n ℝ)
      = U * diagonal (fun i => p i - c) * Uᵀ := by
    have h : diagonal (fun i => p i - c) = diagonal p - c • (1 : Matrix n n ℝ) := by
      ext i j
      by_cases hij : i = j
      · subst hij; simp
      · simp [hij]
    rw [h, mul_sub, sub_mul, Matrix.mul_smul, Matrix.smul_mul, mul_one, hU]
  have hrank : (U * diagonal p * Uᵀ - c • (1 : Matrix n n ℝ)).rank
      = (Finset.univ.filter (fun i => p i - c ≠ 0)).card := by
    rw [hshift, Matrix.rank_mul_eq_left_of_isUnit_det _ _ hdet',
      Matrix.rank_mul_eq_right_of_isUnit_det _ _ hdet, Matrix.rank_diagonal,
      Fintype.card_subtype]
  have heig : Module.End.eigenspace (Matrix.toLin' (U * diagonal p * Uᵀ)) c
      = LinearMap.ker (U * diagonal p * Uᵀ - c • (1 : Matrix n n ℝ)).mulVecLin := by
    ext v
    rw [Module.End.mem_eigenspace_iff, LinearMap.mem_ker, Matrix.toLin'_apply,
      Matrix.mulVecLin_apply, Matrix.sub_mulVec, Matrix.smul_mulVec, Matrix.one_mulVec,
      sub_eq_zero]
  have hcard : (Finset.univ.filter (fun i => p i = c)).card
      + (Finset.univ.filter (fun i => p i - c ≠ 0)).card = Fintype.card n := by
    rw [Finset.card_filter, Finset.card_filter, ← Finset.sum_add_distrib,
      ← Finset.card_univ, Finset.card_eq_sum_ones]
    refine Finset.sum_congr rfl fun i _ => ?_
    by_cases h : p i = c <;> simp [h, sub_eq_zero]
  -- rank-nullity for the shifted matrix
  have hrn := LinearMap.finrank_range_add_finrank_ker
    (U * diagonal p * Uᵀ - c • (1 : Matrix n n ℝ)).mulVecLin
  rw [Module.finrank_fintype_fun_eq_card] at hrn
  unfold Matrix.rank at hrank
  rw [heig]
  omega
```

## Partners with opposite signs

A set of $2k$ orbitals can be matched with two copies of $k$ labels. Let $\tau$ swap the copies, and let $\varepsilon=+1$ on the first and $-1$ on the second. Then $\tau\tau i=i$, $\varepsilon_{\tau i}=-\varepsilon_i$ and $\varepsilon_i^2=1$.

```lean
omit [Fintype n] in
/-- An even set of orbitals splits into pairs whose two members carry opposite signs. -/
theorem exists_pairing_of_even (s : Finset n) (hs : Even s.card) :
    ∃ (τ : n → n) (ε : n → ℝ), ∀ i ∈ s,
      τ i ∈ s ∧ τ (τ i) = i ∧ ε (τ i) = -ε i ∧ ε i ^ 2 = 1 := by
  obtain ⟨k, hk⟩ := hs
  obtain ⟨e⟩ : Nonempty (s ≃ Fin k ⊕ Fin k) := ⟨Fintype.equivOfCardEq (by simp [hk])⟩
  refine ⟨fun i => if h : i ∈ s then (e.symm (e ⟨i, h⟩).swap : n) else i,
    fun i => if h : i ∈ s then Sum.elim (fun _ => 1) (fun _ => -1) (e ⟨i, h⟩) else 0,
    fun i hi => ⟨by simp [hi], by simp [hi], ?_, ?_⟩⟩
  · rcases h : e ⟨i, hi⟩ with a | a <;> simp [hi, h]
  · rcases h : e ⟨i, hi⟩ with a | a <;> simp [hi, h]
```

Let all occupations satisfy $p_i\ge0$. Do this separately for each nonzero occupation, and set $w_i=\sqrt{p_i}\,\varepsilon_i$. Partners have $p_{\tau i}=p_i$, hence
$$w_{\tau i}=-w_i,\qquad w_i^2=p_i.$$
An empty orbital is its own partner, with $w_i=0$. The `choose` step selects one pairing for each occupation value.

```lean
/-- If each nonzero occupation occurs an even number of times, the orbitals have partners
`τ i` and amplitudes `w i` of opposite sign on partners, with `w i ^ 2` the occupation. -/
theorem exists_paired_amplitudes (p : n → ℝ) (hp : ∀ i, 0 ≤ p i)
    (heven : ∀ c : ℝ, c ≠ 0 → Even (Finset.univ.filter (fun i => p i = c)).card) :
    ∃ (τ : n → n) (w : n → ℝ), ∀ i, τ (τ i) = i ∧ w (τ i) = -w i ∧ w i ^ 2 = p i := by
  have H : ∀ c : ℝ, ∃ (τ : n → n) (ε : n → ℝ), c ≠ 0 → ∀ i, p i = c →
      p (τ i) = c ∧ τ (τ i) = i ∧ ε (τ i) = -ε i ∧ ε i ^ 2 = 1 := by
    intro c
    by_cases hc : c = 0
    · exact ⟨id, 0, fun h => absurd hc h⟩
    · obtain ⟨τ, ε, h⟩ := exists_pairing_of_even _ (heven c hc)
      exact ⟨τ, ε, fun _ i hi => by simpa using h i (by simp [hi])⟩
  choose τ ε H using H
  -- empty orbitals stay alone with amplitude zero
  refine ⟨fun i => if p i = 0 then i else τ (p i) i, fun i => √(p i) * ε (p i) i,
    fun i => ?_⟩
  by_cases h : p i = 0
  · simp [h]
  · obtain ⟨h1, h2, h3, h4⟩ := H (p i) h i rfl
    refine ⟨?_, ?_, ?_⟩
    · simp only [h, if_false, h1, h2]
    · simp only [h, if_false, h1, h3, mul_neg]
    · simp only [mul_pow, Real.sq_sqrt (hp i), h4, mul_one]
```

The transpose has entries $K_{ji}=w_j\delta_{i,\tau j}$. These vanish unless $j=\tau i$, where the entry is $w_{\tau i}=-w_i$; thus $K^T=-K$. Moreover,
$$(K^TK)_{ij}=\sum_k w_k^2\,\delta_{i,\tau k}\delta_{j,\tau k}=\delta_{ij}w_{\tau i}^2=\delta_{ij}w_i^2.$$
Lean reduces the sum to its single term $k=\tau i$.

```lean
/-- Coupling partners with opposite amplitudes gives an antisymmetric coefficient matrix
whose density matrix is diagonal with occupations `w i ^ 2`. -/
theorem pairMatrix_density (τ : n → n) (w : n → ℝ) (hτ : ∀ i, τ (τ i) = i)
    (hw : ∀ i, w (τ i) = -w i) :
    (pairMatrix τ w)ᵀ = -pairMatrix τ w ∧
      (pairMatrix τ w)ᵀ * pairMatrix τ w = diagonal (fun i => w i ^ 2) := by
  constructor
  · ext i j
    by_cases h : j = τ i
    · subst h
      simp [pairMatrix, hτ, hw]
    · have h' : ¬ i = τ j := fun e => h (by rw [e, hτ])
      simp [pairMatrix, h, h']
  · ext i j
    rw [Matrix.mul_apply, Finset.sum_eq_single (τ i)]
    · by_cases h : i = j
      · subst h
        simp [pairMatrix, hτ, hw, sq]
      · simp [pairMatrix, hτ, h, Ne.symm h]
    · intro k _ hk
      have h' : ¬ i = τ k := fun e => hk (by rw [e, hτ])
      simp [pairMatrix, h']
    · simp
```

## Rotating back

Put $C=UKU^T$. Then $C^T=UK^TU^T=-C$, and
$$C^TC=UK^T(U^TU)KU^T=U\,\mathrm{diag}(p)\,U^T=D.$$

```lean
/-- Every positive semidefinite, evenly paired density matrix `D` equals `Cᵀ C` for a real
antisymmetric coefficient matrix `C`. -/
theorem exists_antisymmetric_of_evenlyPaired {D : Matrix n n ℝ} (hD : D.PosSemidef)
    (hpair : EvenlyPaired D) : ∃ C : Matrix n n ℝ, Cᵀ = -C ∧ Cᵀ * C = D := by
  obtain ⟨U, p, hU, hp, rfl⟩ := exists_natural_orbitals hD
  obtain ⟨τ, w, h⟩ := exists_paired_amplitudes p hp fun c hc => by
    rw [← finrank_eigenspace_eq_card U p hU c]
    exact hpair c hc
  obtain ⟨hK, hKK⟩ := pairMatrix_density τ w (fun i => (h i).1) (fun i => (h i).2.1)
  have hwp : (fun i => w i ^ 2) = p := funext fun i => (h i).2.2
  rw [hwp] at hKK
  have hU' : Uᵀ * U = 1 := mul_eq_one_comm.mp hU
  -- rotate the paired matrix back from the natural orbitals
  have hT : (U * pairMatrix τ w * Uᵀ)ᵀ = U * (pairMatrix τ w)ᵀ * Uᵀ := by
    rw [Matrix.transpose_mul, Matrix.transpose_mul, Matrix.transpose_transpose, mul_assoc]
  refine ⟨U * pairMatrix τ w * Uᵀ, ?_, ?_⟩
  · rw [hT, hK, mul_neg, neg_mul]
  · rw [hT]
    calc U * (pairMatrix τ w)ᵀ * Uᵀ * (U * pairMatrix τ w * Uᵀ)
        = U * (pairMatrix τ w)ᵀ * (Uᵀ * U) * pairMatrix τ w * Uᵀ := by noncomm_ring
      _ = U * ((pairMatrix τ w)ᵀ * pairMatrix τ w) * Uᵀ := by rw [hU']; noncomm_ring
      _ = U * diagonal p * Uᵀ := by rw [hKK]
```

In a code, rounding can split degenerate eigenvalues. One remedy is to sort the output of a symmetric eigensolver, treat values below a threshold as zero, match near-equal neighbours and give each pair its mean occupation $p$. The entries of $K$ for the pair are then $\pm\sqrt p$, and $C^TC$ agrees with $D$ up to the discarded and averaged differences and rounding.

## From coefficients to a two-electron function

Let $\psi(x,y)=\sum_{ij}C_{ij}\varphi_i(x)\varphi_j(y)$ and $a_i(x)=\sum_jC_{ij}\varphi_j(x)$. Orthonormality under the measure $\nu$ gives
$$\int\psi(z,x)\psi(z,y)\,d\nu(z)=\sum_{ik}a_i(x)a_k(y)\delta_{ik}=\sum_{jl}(C^TC)_{jl}\varphi_j(x)\varphi_l(y).$$
The hypothesis `hint`, integrability of the orbital products, justifies exchanging sum and integral.

```lean
/-- For orthonormal orbitals, integrating out the first electron of the pair function with
coefficients `C` gives the density kernel with matrix `Cᵀ C`. -/
theorem integral_orbitalKernel {X : Type*} [MeasurableSpace X] (ν : Measure X)
    (φ : n → X → ℝ) (hint : ∀ i j, Integrable (fun z => φ i z * φ j z) ν)
    (hφ : ∀ i j, ∫ z, φ i z * φ j z ∂ν = if i = j then 1 else 0)
    (C : Matrix n n ℝ) (x y : X) :
    ∫ z, orbitalKernel φ C z x * orbitalKernel φ C z y ∂ν
      = orbitalKernel φ (Cᵀ * C) x y := by
  have ha : ∀ z t, orbitalKernel φ C z t = ∑ i, φ i z * ∑ j, C i j * φ j t := by
    intro z t
    refine Finset.sum_congr rfl fun i _ => ?_
    rw [Finset.mul_sum]
    exact Finset.sum_congr rfl fun j _ => by ring
  have h : ∀ z, orbitalKernel φ C z x * orbitalKernel φ C z y
      = ∑ i, ∑ k, ((∑ j, C i j * φ j x) * (∑ j, C k j * φ j y)) * (φ i z * φ k z) := by
    intro z
    rw [ha, ha, Finset.sum_mul_sum]
    exact Finset.sum_congr rfl fun i _ => Finset.sum_congr rfl fun k _ => by ring
  have hI : ∫ z, orbitalKernel φ C z x * orbitalKernel φ C z y ∂ν
      = ∑ i, (∑ j, C i j * φ j x) * (∑ j, C i j * φ j y) := by
    simp_rw [h]
    rw [MeasureTheory.integral_finsetSum _ fun i _ =>
      MeasureTheory.integrable_finsetSum _ fun k _ => (hint i k).const_mul _]
    refine Finset.sum_congr rfl fun i _ => ?_
    rw [MeasureTheory.integral_finsetSum _ fun k _ => (hint i k).const_mul _]
    simp_rw [integral_const_mul, hφ]
    simp only [mul_ite, mul_one, mul_zero, Finset.sum_ite_eq, Finset.mem_univ, if_true]
  have hE : ∑ i, (∑ j, C i j * φ j x) * (∑ j, C i j * φ j y)
      = ∑ i, ∑ j, ∑ l, C i j * C i l * φ j x * φ l y := by
    refine Finset.sum_congr rfl fun i _ => ?_
    rw [Finset.sum_mul_sum]
    exact Finset.sum_congr rfl fun j _ => Finset.sum_congr rfl fun l _ => by ring
  rw [hI, hE, Finset.sum_comm]
  refine Finset.sum_congr rfl fun j _ => ?_
  rw [Finset.sum_comm]
  refine Finset.sum_congr rfl fun l _ => ?_
  rw [Matrix.mul_apply, Finset.sum_mul, Finset.sum_mul]
  rfl
```

Exchanging the electrons and relabelling the sum gives
$$\psi(y,x)=\sum_{ij}C_{ji}\varphi_i(x)\varphi_j(y)=-\psi(x,y).$$
With $C^TC=D$, this yields the required function. It is the spatial factor of a triplet; the symmetric spin factor is not modelled. The theorem leaves the trace free: $\operatorname{tr}D=1$ normalises $\psi$, and the density matrix normalised to two electrons is then $2D$.

```lean
/-- In any orthonormal orbitals, every positive semidefinite, evenly paired matrix `D` is the
one-particle density matrix of a two-electron spatial function that is antisymmetric under
exchange. -/
theorem exists_triplet_function {X : Type*} [MeasurableSpace X] (ν : Measure X)
    (φ : n → X → ℝ) (hint : ∀ i j, Integrable (fun z => φ i z * φ j z) ν)
    (hφ : ∀ i j, ∫ z, φ i z * φ j z ∂ν = if i = j then 1 else 0)
    {D : Matrix n n ℝ} (hD : D.PosSemidef) (hpair : EvenlyPaired D) :
    ∃ ψ : X → X → ℝ, (∀ x y, ψ y x = -ψ x y) ∧
      ∀ x y, ∫ z, ψ z x * ψ z y ∂ν = orbitalKernel φ D x y := by
  obtain ⟨C, hC, hCD⟩ := exists_antisymmetric_of_evenlyPaired hD hpair
  refine ⟨orbitalKernel φ C, fun x y => ?_, fun x y => ?_⟩
  · unfold orbitalKernel
    rw [Finset.sum_comm, ← Finset.sum_neg_distrib]
    refine Finset.sum_congr rfl fun i _ => ?_
    rw [← Finset.sum_neg_distrib]
    refine Finset.sum_congr rfl fun j _ => ?_
    have hji : C j i = -C i j := congrFun (congrFun hC i) j
    rw [hji]
    ring
  · rw [integral_orbitalKernel ν φ hint hφ, hCD]
```

Occupations $(1/2,1/2,0)$ satisfy both hypotheses. They belong to the normalised determinant $(\varphi_0(x)\varphi_1(y)-\varphi_1(x)\varphi_0(y))/\sqrt2$, with the third orbital empty. For $c\ne0$, the first two orbitals contribute equally to the eigenvalue count and the third contributes nothing, so the count is even.

```lean
/-- The density matrix with occupations 1/2, 1/2 and 0 is positive semidefinite and evenly
paired. -/
theorem evenlyPaired_witness :
    (diagonal ![(1 / 2 : ℝ), 1 / 2, 0]).PosSemidef ∧
      EvenlyPaired (diagonal ![(1 / 2 : ℝ), 1 / 2, 0]) := by
  constructor
  · exact Matrix.posSemidef_diagonal_iff.mpr fun i => by fin_cases i <;> norm_num
  · intro c hc
    have h := finrank_eigenspace_eq_card 1 ![(1 / 2 : ℝ), 1 / 2, 0] (by simp) c
    rw [Matrix.transpose_one, mul_one, one_mul] at h
    rw [h, Finset.card_filter, Fin.sum_univ_three]
    change Even ((if (1 / 2 : ℝ) = c then 1 else 0) + (if (1 / 2 : ℝ) = c then 1 else 0)
      + (if (0 : ℝ) = c then 1 else 0))
    rw [if_neg (Ne.symm hc), add_zero]
    exact ⟨_, rfl⟩

end

end TripletNaturalOrbitals
```

```lean
#print axioms TripletNaturalOrbitals.exists_antisymmetric_of_evenlyPaired
#print axioms TripletNaturalOrbitals.exists_triplet_function
```

```
'TripletNaturalOrbitals.exists_antisymmetric_of_evenlyPaired' depends on axioms: [propext, Classical.choice, Quot.sound]
'TripletNaturalOrbitals.exists_triplet_function' depends on axioms: [propext, Classical.choice, Quot.sound]
```
